# The DFT+U penalty as the charge-fluctuation energy of independently filled spin-orbitals

In its simplest rotationally invariant form, DFT+U adds to the energy of the density functional a term that depends only on the eigenvalues p_i of the occupation matrix of a localised shell:

(U/2) ∑_i p_i (1 − p_i).

This term is an average interaction energy minus a double-counting energy, and for a shell whose spin-orbitals are filled independently it is also the energy of the fluctuations in electron number. With N the random number of electrons in the shell, E[·] the average and m = E[N], the identity is

E[U N(N − 1)/2] − U m(m − 1)/2 = (U/2) ∑_i p_i (1 − p_i).

The constant U stands for the effective repulsion between two electrons in the shell. It is the same for every pair, so Hund's exchange and any other dependence of the interaction on spin or orbital are left out. Independence stands for the absence of correlation. A single Slater determinant is the physical example: in the eigenbasis of its shell occupation matrix, the occupations are statistically independent. That passage from a quantum state to probabilities is taken as input here, and the development starts from the probabilities.

## Configurations and their weights

The spin-orbitals are labelled by a finite type `ι`, which may be empty.

```lean
import Mathlib

open Finset

namespace ChargeFluctuationPenalty

noncomputable section

variable {ι : Type*} [Fintype ι] [DecidableEq ι]
```

A configuration is the set S of filled orbitals. If orbital i is filled with probability p_i, independently of the others, the configuration has the weight

P(S) = ∏_{i∈S} p_i · ∏_{i∉S} (1 − p_i).

In Lean, S is a `Finset ι`, its complement `Sᶜ` holds the empty orbitals, and `p` is any real-valued function. The range 0 ≤ p_i ≤ 1 is not part of the definition.

```lean
/-- The weight of the configuration in which exactly the spin-orbitals in `S` are filled,
when each orbital `i` is filled independently with probability `p i`. -/
def weight (p : ι → ℝ) (S : Finset ι) : ℝ :=
  (∏ i ∈ S, p i) * ∏ i ∈ Sᶜ, (1 - p i)
```

The average of an observable f is the weighted sum over all configurations,

E[f] = ∑_S w(S) f(S).

The weights w are arbitrary real numbers, and the sum is not divided by their total. It is an expectation value when w is a probability distribution.

```lean
/-- The sum of `w S * f S` over all configurations `S`. It is the average of the observable `f` when
`w` is a probability distribution. -/
def average (w f : Finset ι → ℝ) : ℝ := ∑ S, w S * f S
```

The electron number of a configuration is the size of S, read as a real number.

```lean
/-- The number of electrons in a configuration. -/
def number (S : Finset ι) : ℝ := (S.card : ℝ)
```

A shell with x electrons has x(x − 1)/2 pairs, each costing U. The argument x is real, because the same formula is also evaluated at the mean electron number, which is usually fractional.

```lean
/-- The interaction energy `U x (x - 1) / 2` of a shell holding `x` electrons. -/
def interaction (U x : ℝ) : ℝ := U * x * (x - 1) / 2
```

The excess is the average of the interaction energy minus the interaction energy at the average number. The subtracted term U m(m − 1)/2 is the double-counting energy of the fully localised limit, without exchange. Neither the variance nor the penalty enters this definition.

```lean
/-- The average interaction energy minus the interaction energy at the average electron
number. -/
def excess (U : ℝ) (w : Finset ι → ℝ) : ℝ :=
  average w (fun S => interaction U (number S)) - interaction U (average w number)
```

## Joint occupation of a set of orbitals

The probability that every orbital of a set T is filled should be ∏_{i∈T} p_i. To derive it, set q_i = 0 for i in T and q_i = 1 − p_i otherwise, and expand a product of sums:

∏_i (p_i + q_i) = ∑_S ∏_{i∈S} p_i · ∏_{i∉S} q_i.

On the left, a factor is p_i for i in T and 1 for every other orbital, which leaves ∏_{i∈T} p_i. On the right, a configuration that misses some orbital of T contains a factor q_i = 0 and drops out. A configuration that contains T keeps its full weight P(S). The right side is therefore the wanted probability.

The proof takes the expansion from `Finset.prod_add`, evaluates the left side in `hl`, and compares the right side term by term, with a case split on `T ⊆ S`. The event "all of T is filled" appears as a function equal to 1 or 0.

```lean
/-- In the independent shell, the orbitals of any set `T` are all filled with probability
equal to the product of their occupation probabilities. -/
theorem joint_occupation (p : ι → ℝ) (T : Finset ι) :
    average (weight p) (fun S => if T ⊆ S then (1 : ℝ) else 0) = ∏ i ∈ T, p i := by
  -- expand the product in which orbitals of `T` are forbidden to be empty
  have h := Finset.prod_add p (fun i => if i ∈ T then (0 : ℝ) else 1 - p i) Finset.univ
  have hl : ∏ i, (p i + if i ∈ T then (0 : ℝ) else 1 - p i) = ∏ i ∈ T, p i := by
    rw [← Finset.prod_subset (Finset.subset_univ T)]
    · exact Finset.prod_congr rfl (fun i hi => by simp [hi])
    · intro i _ hi
      simp [hi]
  refine Eq.trans ?_ (h.symm.trans hl)
  rw [Finset.powerset_univ]
  unfold average weight
  refine Finset.sum_congr rfl fun S _ => ?_
  rw [← Finset.compl_eq_univ_sdiff]
  beta_reduce
  by_cases hT : T ⊆ S
  · have h1 : ∏ i ∈ Sᶜ, (if i ∈ T then (0 : ℝ) else 1 - p i) = ∏ i ∈ Sᶜ, (1 - p i) :=
      Finset.prod_congr rfl
        (fun i hi => if_neg (fun hiT => (Finset.mem_compl.mp hi) (hT hiT)))
    rw [h1, if_pos hT, mul_one]
  · obtain ⟨i, hiT, hiS⟩ := Finset.not_subset.mp hT
    have h0 : ∏ i ∈ Sᶜ, (if i ∈ T then (0 : ℝ) else 1 - p i) = 0 :=
      Finset.prod_eq_zero (Finset.mem_compl.mpr hiS) (if_pos hiT)
    rw [h0, if_neg hT, mul_zero, mul_zero]
```

For T = ∅ the event always occurs and the empty product is 1, so the weights sum to one. They are nonnegative when each p_i lies between 0 and 1, since every factor is then nonnegative.

```lean
/-- The weights of the independent shell sum to one, and they are nonnegative when every
`p i` lies between 0 and 1. -/
theorem weight_probability (p : ι → ℝ) :
    ∑ S, weight p S = 1 ∧
      ((∀ i, 0 ≤ p i ∧ p i ≤ 1) → ∀ S, 0 ≤ weight p S) := by
  constructor
  · have h := joint_occupation p ∅
    simpa [average] using h
  · intro hp S
    exact mul_nonneg (Finset.prod_nonneg fun i _ => (hp i).1)
      (Finset.prod_nonneg fun i _ => sub_nonneg.mpr (hp i).2)
```

## Mean and mean square of the electron number

Let n_i be 1 if orbital i is filled and 0 if it is empty. Then

N = ∑_i n_i.

Lean writes n_i as the indicator of `{i} ⊆ S`, which matches the form of the joint-occupation theorem.

```lean
/-- The electron number is the sum of the occupations (0 or 1) of the single orbitals. -/
theorem number_eq_sum (S : Finset ι) :
    number S = ∑ i, if {i} ⊆ S then (1 : ℝ) else 0 := by
  simp [number, Finset.singleton_subset_iff]
```

Averaging this sum with T = {i} gives the mean,

m = ∑_i E[n_i] = ∑_i p_i.

The square of N is a double sum over ordered pairs,

N² = ∑_i ∑_j n_i n_j,

and n_i n_j is the indicator that both i and j are filled. For i ≠ j its average is p_i p_j. For i = j the set {i, j} has one element and the average is p_i = p_i² + p_i(1 − p_i). Both cases are contained in

E[n_i n_j] = p_i p_j + δ_ij p_i (1 − p_i),

where δ_ij is 1 for i = j and 0 otherwise. Summing over i and j gives

E[N²] = (∑_i p_i)² + ∑_i p_i (1 − p_i).

In the proof, `hsq` is the double sum for N² and `hpair` is the formula with the diagonal correction. The final `calc` block exchanges the sum over configurations with the sums over orbitals, inserts the joint probabilities, and collects the terms.

```lean
/-- The first two moments of the electron number in the independent shell: the mean is
`∑ p i`, and the mean square exceeds the squared mean by `∑ p i (1 - p i)`. -/
theorem number_moments (p : ι → ℝ) :
    average (weight p) number = ∑ i, p i ∧
    average (weight p) (fun S => number S ^ 2) =
      (∑ i, p i) ^ 2 + ∑ i, p i * (1 - p i) := by
  constructor
  · calc average (weight p) number
        = ∑ i, average (weight p) (fun S => if {i} ⊆ S then (1 : ℝ) else 0) := by
          simp only [average, number_eq_sum, Finset.mul_sum]
          exact Finset.sum_comm
      _ = ∑ i, p i := by simp only [joint_occupation, Finset.prod_singleton]
  · -- the squared number counts ordered pairs of filled orbitals
    have hsq : ∀ S : Finset ι, number S ^ 2 =
        ∑ i, ∑ j, if ({i, j} : Finset ι) ⊆ S then (1 : ℝ) else 0 := by
      intro S
      rw [sq, number_eq_sum, Finset.sum_mul_sum]
      refine Finset.sum_congr rfl fun i _ => Finset.sum_congr rfl fun j _ => ?_
      by_cases hi : i ∈ S <;> by_cases hj : j ∈ S <;>
        simp [Finset.insert_subset_iff, hi, hj]
    -- a pair is independent unless both members are the same orbital
    have hpair : ∀ i j, ∏ k ∈ ({i, j} : Finset ι), p k =
        p i * p j + if i = j then p i * (1 - p i) else 0 := by
      intro i j
      by_cases h : i = j
      · subst h
        rw [Finset.pair_eq_singleton, Finset.prod_singleton, if_pos rfl]
        ring
      · rw [Finset.prod_pair h, if_neg h, add_zero]
    calc average (weight p) (fun S => number S ^ 2)
        = ∑ i, ∑ j, average (weight p)
            (fun S => if ({i, j} : Finset ι) ⊆ S then (1 : ℝ) else 0) := by
          simp only [average, hsq, Finset.mul_sum]
          exact Finset.sum_comm.trans (Finset.sum_congr rfl fun i _ => Finset.sum_comm)
      _ = ∑ i, ∑ j, (p i * p j + if i = j then p i * (1 - p i) else 0) := by
          simp only [joint_occupation, hpair]
      _ = (∑ i, p i) ^ 2 + ∑ i, p i * (1 - p i) := by
          simp only [Finset.sum_add_distrib, Finset.sum_ite_eq, Finset.mem_univ, if_true]
          rw [sq, Finset.sum_mul_sum]
```

## Excess energy and number fluctuations

The next step does not use independence. Expanding the interaction gives

E[U N(N − 1)/2] = (U/2) E[N²] − (U/2) m,

U m(m − 1)/2 = (U/2) m² − (U/2) m.

The linear terms cancel in the difference:

excess = (U/2) (E[N²] − m²).

For a probability distribution, correlated or not, the bracket is the variance of the electron number. The algebra holds for any real weights, and the theorem is stated in that generality. Its auxiliary statement `h` is the first of the two expansions, and `ring` carries out the cancellation.

```lean
omit [DecidableEq ι] in
/-- For any real weights `w`, the excess is `U / 2` times the difference between the mean square and
the squared mean of the electron number, where both means are the weighted sums `average w`. -/
theorem excess_eq_moments (U : ℝ) (w : Finset ι → ℝ) :
    excess U w =
      U / 2 * (average w (fun S => number S ^ 2) - average w number ^ 2) := by
  have h : average w (fun S => interaction U (number S)) =
      U / 2 * average w (fun S => number S ^ 2) - U / 2 * average w number := by
    simp only [average, interaction, Finset.mul_sum, ← Finset.sum_sub_distrib]
    exact Finset.sum_congr rfl fun S _ => by ring
  -- the terms linear in the electron number cancel
  unfold excess
  rw [h]
  unfold interaction
  ring
```

Inserting the two moments of the independent shell cancels (∑_i p_i)² and leaves

excess = (U/2) ∑_i p_i (1 − p_i).

The Lean proof makes the same substitutions. The theorem puts no restriction on `U` or `p`; the probabilistic reading applies when each p_i lies between 0 and 1.

```lean
/-- For independently filled spin-orbitals, the average of `U N (N - 1) / 2` minus its value
at the mean electron number is the DFT+U penalty `(U / 2) ∑ p i (1 - p i)`. -/
theorem excess_independent (U : ℝ) (p : ι → ℝ) :
    excess U (weight p) = U / 2 * ∑ i, p i * (1 - p i) := by
  rw [excess_eq_moments, (number_moments p).1, (number_moments p).2]
  ring
```

## Shells with no penalty

For 0 ≤ p_i ≤ 1 every term p_i(1 − p_i) is nonnegative, so the terms cannot cancel one another. If U ≠ 0, the excess therefore vanishes exactly when each term vanishes, that is, when each p_i is 0 or 1. In this model, with positive U, the penalty is zero for integer occupations and positive as soon as one orbital is fractionally filled.

The proof removes the factor `U / 2`, applies the rule that a sum of nonnegative terms is zero only if every term is, and solves p_i(1 − p_i) = 0 for each orbital.

```lean
/-- For `U ≠ 0` and probabilities between 0 and 1, the excess of the independent shell
vanishes exactly when every orbital is surely empty or surely filled. -/
theorem excess_eq_zero_iff (U : ℝ) (hU : U ≠ 0) (p : ι → ℝ)
    (hp : ∀ i, 0 ≤ p i ∧ p i ≤ 1) :
    excess U (weight p) = 0 ↔ ∀ i, p i = 0 ∨ p i = 1 := by
  have hU2 : U / 2 ≠ 0 := div_ne_zero hU two_ne_zero
  rw [excess_independent, mul_eq_zero, or_iff_right hU2,
    Finset.sum_eq_zero_iff_of_nonneg
      (fun i _ => mul_nonneg (hp i).1 (sub_nonneg.mpr (hp i).2))]
  constructor
  · intro h i
    rcases mul_eq_zero.mp (h i (Finset.mem_univ i)) with h0 | h1
    · exact Or.inl h0
    · exact Or.inr (by linarith)
  · intro h i _
    rcases h i with h0 | h1
    · rw [h0, zero_mul]
    · rw [h1, sub_self, mul_zero]
```

## One electron shared by two orbitals

Fractional occupations alone do not imply number fluctuations. Take orbitals 0 and 1, and let the configurations {0} and {1} each have probability 1/2, while the empty and the doubly filled configurations have probability 0. The state meant here is an equal statistical mixture of the two configurations, whose occupation matrix is diagonal with both eigenvalues 1/2. An equal coherent superposition has the same configuration probabilities, but it is a single Slater determinant whose occupation matrix has eigenvalues 1 and 0, so its DFT+U penalty is zero.

```lean
/-- One electron shared by two orbitals: each of the two singly filled configurations has
probability one half. -/
def sharedElectron (S : Finset (Fin 2)) : ℝ := if S.card = 1 then 1 / 2 else 0
```

Each orbital is filled with probability 1/2, yet N = 1 in every configuration that occurs. The average interaction is zero, the interaction at m = 1 is also zero, and so is the excess.

Two independent orbitals with the same occupations hold 0, 1 or 2 electrons with probabilities 1/4, 1/2 and 1/4. The doubly filled configuration costs U, so the average interaction is U/4. The mean is again m = 1, where the subtracted energy is zero, and the excess is U/4. This agrees with the formula:

(U/2) · (1/4 + 1/4) = U/4.

In this two-orbital model, a penalty computed from the occupations alone assigns U/4 to a correlated shell whose electron number does not fluctuate.

The proof lists the four configurations in `hsum` and evaluates the shared-electron averages directly. For the independent pair it uses the general formula `excess_independent`.

```lean
/-- The shared electron fills each orbital with probability one half and has no excess
energy, while two independent orbitals with the same occupations have excess `U / 4`. -/
theorem correlation_removes_excess (U : ℝ) :
    (∀ i, average sharedElectron (fun S => if {i} ⊆ S then (1 : ℝ) else 0) = 1 / 2) ∧
    excess U sharedElectron = 0 ∧
    excess U (weight (fun _ : Fin 2 => (1 / 2 : ℝ))) = U / 4 := by
  -- list the four configurations of two orbitals
  have hsum : ∀ f : Finset (Fin 2) → ℝ,
      ∑ S, f S = f ∅ + f {0} + f {1} + f {0, 1} := by
    intro f
    have hu : (Finset.univ : Finset (Finset (Fin 2))) = {∅, {0}, {1}, {0, 1}} := by decide
    rw [hu, Finset.sum_insert (by decide), Finset.sum_insert (by decide),
      Finset.sum_insert (by decide), Finset.sum_singleton]
    ring
  refine ⟨?_, ?_, ?_⟩
  · intro i
    fin_cases i <;> simp [average, hsum, sharedElectron]
  · norm_num [excess, average, hsum, sharedElectron, number, interaction]
  · rw [excess_independent, Fin.sum_univ_two]
    ring

end

end ChargeFluctuationPenalty
```

```lean
#print axioms ChargeFluctuationPenalty.weight_probability
#print axioms ChargeFluctuationPenalty.excess_independent
#print axioms ChargeFluctuationPenalty.excess_eq_zero_iff
#print axioms ChargeFluctuationPenalty.correlation_removes_excess
```

```
'ChargeFluctuationPenalty.weight_probability' depends on axioms: [propext, Classical.choice, Quot.sound]
'ChargeFluctuationPenalty.excess_independent' depends on axioms: [propext, Classical.choice, Quot.sound]
'ChargeFluctuationPenalty.excess_eq_zero_iff' depends on axioms: [propext, Classical.choice, Quot.sound]
'ChargeFluctuationPenalty.correlation_removes_excess' depends on axioms: [propext, Classical.choice, Quot.sound]
```
